# Energy variance equals (m₂/m₁)D − D² for a trial state with energy error D, and m₂/m₁ lies between the extreme gaps

Take a trial state with weight $1-e$ on the ground level $E_0$ and weights $e\,p_j$ on finitely many excited levels $E_0+d_j$. The $p_j\ge 0$ sum to one, and every gap $d_j$ lies in $[d_{\min},d_{\max}]$ with $d_{\min}>0$. Write $D$ for the mean energy minus $E_0$, and set $m_1=\sum_j p_jd_j$ and $m_2=\sum_j p_jd_j^2$.

When I extrapolate variational energies to zero variance, I rely on the variance being nearly proportional to $D$. I believe the full relation is

$$\mathrm{var}=\frac{m_2}{m_1}D-D^2,\qquad d_{\min}\le\frac{m_2}{m_1}\le d_{\max}.$$

Can this be proved from the definitions of mean and variance, with the proof checked in Lean? And what does it say about the error of a two-point linear extrapolation?

## Yes, and for a fixed excited composition two-point extrapolation errs by a term of order D₁D₂

The mean energy and the variance are the ordinary weighted averages over all levels:

$$\bar E=(1-e)E_0+\sum_j e\,p_j(E_0+d_j),$$

$$\mathrm{var}=(1-e)(E_0-\bar E)^2+\sum_j e\,p_j(E_0+d_j-\bar E)^2.$$

The total weight is one, since $\sum_j p_j=1$. A physical state has $0\le e\le 1$.

### From the weighted sums to the parabola

Since the $p_j$ sum to one, the mean is $\bar E=(1-e)E_0+eE_0+e\,m_1=E_0+e\,m_1$, so $D=e\,m_1$.

The ground level deviates from the mean by $-D$ and level $j$ by $d_j-D$. Expanding the squares gives

$$\mathrm{var}=(1-e)D^2+e\,m_2-2e\,m_1D+eD^2=D^2+e\,m_2-2D^2=e\,m_2-D^2.$$

The mean gap satisfies $m_1\ge d_{\min}\sum_jp_j=d_{\min}>0$, so $e=D/m_1$. With $s=m_2/m_1$ this is $\mathrm{var}=sD-D^2$.

For the bounds on $s$, note that $p_jd_j\ge0$, hence

$$d_{\min}\,p_jd_j\le p_jd_j^2\le d_{\max}\,p_jd_j.$$

Summing over $j$ and dividing by $m_1$ gives $d_{\min}\le s\le d_{\max}$. With a single excited level at gap $d$, $s=d$ and the variance is $e(1-e)d^2$, the familiar two-level result.

### What the variance says about the error

For $e\ge0$ we have $D\ge0$, so $\mathrm{var}\le sD\le d_{\max}D$, which gives $D\ge\mathrm{var}/d_{\max}$. If in addition $D\le d_{\min}/2$, then

$$\mathrm{var}=D(s-D)\ge D\,\frac{d_{\min}}2,$$

and so $D\le 2\,\mathrm{var}/d_{\min}$. The upper estimate needs a condition of this kind because an excited eigenstate also has zero variance, while its energy error is a full gap.

### The intercept of the straight line

Let two states have the same $p_j$ and $d_j$ but different excited weights $e_1,e_2\ge0$. Their errors $D_1,D_2$ differ, and their variances are $v_i=sD_i-D_i^2$. The line through $(v_1,E_0+D_1)$ and $(v_2,E_0+D_2)$ reaches zero variance at

$$E=\frac{v_2(E_0+D_1)-v_1(E_0+D_2)}{v_2-v_1}=E_0+\frac{v_2D_1-v_1D_2}{v_2-v_1}.$$

The denominator is $(D_2-D_1)(s-D_1-D_2)$, and the last numerator is $D_1D_2(D_1-D_2)$. Therefore, when $s\ne D_1+D_2$,

$$E=E_0-\frac{D_1D_2}{s-D_1-D_2}.$$

If $D_1+D_2<d_{\min}$, the fraction is nonnegative and does not increase as $s$ grows. Replacing $s$ by its bounds gives

$$E_0-\frac{D_1D_2}{d_{\min}-D_1-D_2}\le E\le E_0-\frac{D_1D_2}{d_{\max}-D_1-D_2}.$$

The extrapolated energy never lies above $E_0$ under these conditions, although both input energies are variational upper bounds.

### The Lean file

```lean
import Mathlib

open Finset

namespace VarianceExtrapolation

noncomputable section

variable {ι : Type*} [Fintype ι]

/-- Mean energy of a state with weight `1 - e` on the ground level `E0` and weights `e * p j`
on the excited levels `E0 + d j`. -/
def meanEnergy (E0 e : ℝ) (p d : ι → ℝ) : ℝ :=
  (1 - e) * E0 + ∑ j, e * p j * (E0 + d j)

/-- Energy variance of the same state: the weighted mean squared deviation of the levels from
the mean energy. -/
def energyVariance (E0 e : ℝ) (p d : ι → ℝ) : ℝ :=
  (1 - e) * (E0 - meanEnergy E0 e p d) ^ 2
    + ∑ j, e * p j * (E0 + d j - meanEnergy E0 e p d) ^ 2

/-- Energy error: the mean energy measured from the ground level. -/
def energyError (E0 e : ℝ) (p d : ι → ℝ) : ℝ := meanEnergy E0 e p d - E0

/-- First moment `m1` of the gaps over the excited weights. -/
def firstMoment (p d : ι → ℝ) : ℝ := ∑ j, p j * d j

/-- Second moment `m2` of the gaps over the excited weights. -/
def secondMoment (p d : ι → ℝ) : ℝ := ∑ j, p j * d j ^ 2

/-- The ratio `m2 / m1` of the gap moments, for `m1 ≠ 0`. -/
def slope (p d : ι → ℝ) : ℝ := secondMoment p d / firstMoment p d

/-- The excited weights `p` are nonnegative and sum to one, and all gaps `d` lie between
`dmin > 0` and `dmax`. -/
structure GapDistribution (p d : ι → ℝ) (dmin dmax : ℝ) : Prop where
  nonneg : ∀ j, 0 ≤ p j
  sum_one : ∑ j, p j = 1
  dmin_pos : 0 < dmin
  lower : ∀ j, dmin ≤ d j
  upper : ∀ j, d j ≤ dmax

/-- If the excited weights sum to one, the energy error is the excited weight times the
mean gap. -/
theorem energyError_eq (E0 e : ℝ) (p d : ι → ℝ) (hp : ∑ j, p j = 1) :
    energyError E0 e p d = e * firstMoment p d := by
  have h : ∑ j, e * p j * (E0 + d j) = e * E0 * ∑ j, p j + e * ∑ j, p j * d j := by
    rw [mul_sum, mul_sum, ← sum_add_distrib]
    exact sum_congr rfl fun j _ => by ring
  unfold energyError meanEnergy firstMoment
  rw [h, hp]
  ring

/-- If the excited weights sum to one, the variance is the excited weight times the second gap
moment, minus the squared energy error. -/
theorem energyVariance_eq (E0 e : ℝ) (p d : ι → ℝ) (hp : ∑ j, p j = 1) :
    energyVariance E0 e p d = e * secondMoment p d - energyError E0 e p d ^ 2 := by
  have hE : meanEnergy E0 e p d = E0 + e * firstMoment p d := by
    rw [← energyError_eq E0 e p d hp, energyError]
    ring
  -- expand the squared deviations about a shifted centre
  have h (a : ℝ) : ∑ j, e * p j * (E0 + d j - (E0 + a)) ^ 2
      = e * secondMoment p d - 2 * e * a * firstMoment p d + e * a ^ 2 * ∑ j, p j := by
    rw [firstMoment, secondMoment, mul_sum, mul_sum, mul_sum, ← sum_sub_distrib,
      ← sum_add_distrib]
    exact sum_congr rfl fun j _ => by ring
  rw [energyError_eq E0 e p d hp, energyVariance, hE, h, hp]
  ring

/-- With normalised nonnegative weights and gaps bounded below by `dmin > 0`, the mean gap is
positive. -/
theorem firstMoment_pos {p d : ι → ℝ} {dmin dmax : ℝ} (h : GapDistribution p d dmin dmax) :
    0 < firstMoment p d := by
  have h1 : ∑ j, p j * dmin = dmin := by rw [← sum_mul, h.sum_one, one_mul]
  have h2 : ∑ j, p j * dmin ≤ firstMoment p d :=
    sum_le_sum fun j _ => mul_le_mul_of_nonneg_left (h.lower j) (h.nonneg j)
  linarith [h.dmin_pos]

/-- For normalised nonnegative weights and gaps in `[dmin, dmax]` with `dmin > 0`, the ratio
`m2 / m1` lies between `dmin` and `dmax`. -/
theorem slope_bounds {p d : ι → ℝ} {dmin dmax : ℝ} (h : GapDistribution p d dmin dmax) :
    dmin ≤ slope p d ∧ slope p d ≤ dmax := by
  have hm := firstMoment_pos h
  have hpd (j : ι) : 0 ≤ p j * d j :=
    mul_nonneg (h.nonneg j) (h.dmin_pos.le.trans (h.lower j))
  constructor
  · rw [slope, le_div_iff₀ hm, firstMoment, secondMoment, mul_sum]
    exact sum_le_sum fun j _ => by
      nlinarith [mul_nonneg (hpd j) (sub_nonneg.2 (h.lower j))]
  · rw [slope, div_le_iff₀ hm, firstMoment, secondMoment, mul_sum]
    exact sum_le_sum fun j _ => by
      nlinarith [mul_nonneg (hpd j) (sub_nonneg.2 (h.upper j))]

/-- For normalised nonnegative excited weights and gaps in `[dmin, dmax]` with `dmin > 0`,
variance and energy error `D` obey `var = (m2 / m1) D - D ^ 2`, and `m2 / m1` lies between
`dmin` and `dmax`. -/
theorem variance_parabola (E0 e : ℝ) {p d : ι → ℝ} {dmin dmax : ℝ}
    (h : GapDistribution p d dmin dmax) :
    energyVariance E0 e p d
        = slope p d * energyError E0 e p d - energyError E0 e p d ^ 2
      ∧ dmin ≤ slope p d ∧ slope p d ≤ dmax := by
  refine ⟨?_, slope_bounds h⟩
  have hs : slope p d * firstMoment p d = secondMoment p d :=
    div_mul_cancel₀ _ (firstMoment_pos h).ne'
  rw [energyVariance_eq E0 e p d h.sum_one, energyError_eq E0 e p d h.sum_one]
  linear_combination -e * hs

/-- For a gap distribution in `[dmin, dmax]` and excited weight `e ≥ 0`, the energy error is at
least `var / dmax`; if it does not exceed `dmin / 2`, it is at most `2 var / dmin`. -/
theorem error_from_variance (E0 : ℝ) {e : ℝ} (he : 0 ≤ e) {p d : ι → ℝ} {dmin dmax : ℝ}
    (h : GapDistribution p d dmin dmax) :
    energyVariance E0 e p d / dmax ≤ energyError E0 e p d
      ∧ (energyError E0 e p d ≤ dmin / 2 →
          energyError E0 e p d ≤ 2 * energyVariance E0 e p d / dmin) := by
  obtain ⟨hv, hl, hu⟩ := variance_parabola E0 e h
  have hD : 0 ≤ energyError E0 e p d := by
    rw [energyError_eq E0 e p d h.sum_one]
    exact mul_nonneg he (firstMoment_pos h).le
  have hmax : 0 < dmax := by linarith [h.dmin_pos]
  rw [hv]
  constructor
  · rw [div_le_iff₀ hmax]
    nlinarith [mul_nonneg hD (sub_nonneg.2 hu), sq_nonneg (energyError E0 e p d)]
  · intro hsmall
    rw [le_div_iff₀ h.dmin_pos]
    nlinarith [mul_nonneg hD (sub_nonneg.2 hl), mul_nonneg hD (sub_nonneg.2 hsmall)]

/-- Energy at zero variance on the straight line through the points `(v1, E1)` and `(v2, E2)`,
for `v1 ≠ v2`. -/
def linearExtrapolation (E1 v1 E2 v2 : ℝ) : ℝ := (v2 * E1 - v1 * E2) / (v2 - v1)

/-- Linear extrapolation from two points of the parabola `v = s D - D ^ 2` with different errors
`D1`, `D2` and `s ≠ D1 + D2` gives `E0 - D1 D2 / (s - D1 - D2)`. -/
theorem extrapolation_on_parabola (E0 s D1 D2 : ℝ) (hD : D1 ≠ D2) (hs : s ≠ D1 + D2) :
    linearExtrapolation (E0 + D1) (s * D1 - D1 ^ 2) (E0 + D2) (s * D2 - D2 ^ 2)
      = E0 - D1 * D2 / (s - D1 - D2) := by
  have h1 : D2 - D1 ≠ 0 := sub_ne_zero.2 hD.symm
  have h2 : s - D1 - D2 ≠ 0 := fun h => hs (by linarith)
  -- the difference of the two variances factorises
  have hden : s * D2 - D2 ^ 2 - (s * D1 - D1 ^ 2) = (D2 - D1) * (s - D1 - D2) := by ring
  have hc : D1 * D2 / (s - D1 - D2) * (s - D1 - D2) = D1 * D2 := div_mul_cancel₀ _ h2
  rw [linearExtrapolation, hden, div_eq_iff (mul_ne_zero h1 h2)]
  linear_combination (D2 - D1) * hc

/-- Two states share a gap distribution in `[dmin, dmax]` and have different excited weights
`e1, e2 ≥ 0`. If their errors satisfy `D1 + D2 < dmin`, the linearly extrapolated energy lies
between `E0 - D1 D2 / (dmin - D1 - D2)` and `E0 - D1 D2 / (dmax - D1 - D2)`. -/
theorem extrapolated_energy_bounds (E0 : ℝ) {e1 e2 : ℝ} (he1 : 0 ≤ e1) (he2 : 0 ≤ e2)
    (hne : e1 ≠ e2) {p d : ι → ℝ} {dmin dmax D1 D2 : ℝ} (h : GapDistribution p d dmin dmax)
    (hD1 : D1 = energyError E0 e1 p d) (hD2 : D2 = energyError E0 e2 p d)
    (hsmall : D1 + D2 < dmin) :
    let E := linearExtrapolation (meanEnergy E0 e1 p d) (energyVariance E0 e1 p d)
      (meanEnergy E0 e2 p d) (energyVariance E0 e2 p d)
    E0 - D1 * D2 / (dmin - D1 - D2) ≤ E ∧ E ≤ E0 - D1 * D2 / (dmax - D1 - D2) := by
  intro E
  have hm := firstMoment_pos h
  obtain ⟨hv1, hl, hu⟩ := variance_parabola E0 e1 h
  have hv2 := (variance_parabola E0 e2 h).1
  rw [← hD1] at hv1
  rw [← hD2] at hv2
  have hE1 : meanEnergy E0 e1 p d = E0 + D1 := by rw [hD1, energyError]; ring
  have hE2 : meanEnergy E0 e2 p d = E0 + D2 := by rw [hD2, energyError]; ring
  rw [energyError_eq E0 _ p d h.sum_one] at hD1 hD2
  have hD : D1 ≠ D2 := by
    rw [hD1, hD2]
    exact fun h' => hne (mul_right_cancel₀ hm.ne' h')
  have hprod : 0 ≤ D1 * D2 := by
    rw [hD1, hD2]
    exact mul_nonneg (mul_nonneg he1 hm.le) (mul_nonneg he2 hm.le)
  have hE : E = E0 - D1 * D2 / (slope p d - D1 - D2) := by
    change linearExtrapolation _ _ _ _ = _
    rw [hE1, hE2, hv1, hv2]
    exact extrapolation_on_parabola E0 _ D1 D2 hD (by linarith : D1 + D2 < slope p d).ne'
  -- the overshoot does not increase when the slope grows
  have hlow : D1 * D2 / (slope p d - D1 - D2) ≤ D1 * D2 / (dmin - D1 - D2) :=
    div_le_div_of_nonneg_left hprod (by linarith) (by linarith)
  have hupp : D1 * D2 / (dmax - D1 - D2) ≤ D1 * D2 / (slope p d - D1 - D2) :=
    div_le_div_of_nonneg_left hprod (by linarith) (by linarith)
  rw [hE]
  constructor <;> linarith

end

end VarianceExtrapolation
```

```lean
#print axioms VarianceExtrapolation.variance_parabola
-- 'VarianceExtrapolation.variance_parabola' depends on axioms: [propext, Classical.choice, Quot.sound]
#print axioms VarianceExtrapolation.error_from_variance
-- 'VarianceExtrapolation.error_from_variance' depends on axioms: [propext, Classical.choice, Quot.sound]
#print axioms VarianceExtrapolation.extrapolated_energy_bounds
-- 'VarianceExtrapolation.extrapolated_energy_bounds' depends on axioms: [propext, Classical.choice, Quot.sound]
```

### Reading the theorems as physics

The finite type `ι` labels the excited levels, and `p` and `d` are real functions on it. Degenerate levels may be listed separately, since the gaps need not be distinct. `meanEnergy` and `energyVariance` are the two weighted averages above, so the parabola is derived and not built into a definition. `energyError` is $D$, `firstMoment` and `secondMoment` are $m_1$ and $m_2$, and `slope` is $s$.

`GapDistribution p d dmin dmax` collects the assumptions on the excited part. Its fields `dmin_pos` and `lower` together say that the ground level is separated from everything above it, and `upper` says that the spectrum has a finite width. The bounds apply to every listed level, even one with zero weight; such a level can simply be left out of `ι`.

The main theorem, `variance_parabola`, states the parabola together with both bounds on the slope. It holds for every real `e`, physical or not. `error_from_variance` assumes `0 ≤ e` and gives the two estimates of $D$, the upper one under the condition that $D$ is at most `dmin / 2`.

`extrapolation_on_parabola` is a purely algebraic statement about two points on one parabola. `extrapolated_energy_bounds` applies it to the actual means and variances of two states. Both states take the same `p` and `d`, which means that the contamination keeps its composition and only its amount changes. This is an assumption about the sequence of states, and a real optimisation need not satisfy it.

The model starts from energy levels and weights. It contains no Hamiltonian matrix, wave function or sampling noise, and no continuous spectrum.

### How the Lean proofs follow the algebra

- **Mean and variance.** `energyError_eq` splits the sum over levels and uses `hp`, the normalisation, to obtain $D=e\,m_1$. `energyVariance_eq` expands the squared deviations about a centre `E0 + a` with arbitrary `a`, and then takes `a` to be $e\,m_1$. In both, `ring` verifies the algebra for each term.
- **Positive mean gap.** `firstMoment_pos` compares $\sum_jp_jd_{\min}$ with $m_1$ term by term through `sum_le_sum`.
- **Slope bounds.** `slope_bounds` multiplies through by the positive $m_1$ and compares the sums termwise. The products given to `nlinarith` are $p_jd_j(d_j-d_{\min})\ge0$ and $p_jd_j(d_{\max}-d_j)\ge0$.
- **Parabola.** In `variance_parabola`, `hs` is the identity $s\,m_1=m_2$. The final `linear_combination` multiplies it by $-e$, which turns $e\,m_2-D^2$ into $sD-D^2$.
- **Error estimates.** `error_from_variance` clears the positive denominators. It then uses $D(d_{\max}-s)\ge0$ and $D^2\ge0$ for one estimate, and $D(s-d_{\min})\ge0$ and $D(d_{\min}/2-D)\ge0$ for the other.
- **Extrapolation.** `hden` in `extrapolation_on_parabola` is the factorisation of $v_2-v_1$. In `extrapolated_energy_bounds`, different excited weights give different errors because $m_1>0$. The steps `hlow` and `hupp` then express that the fraction, whose numerator is nonnegative, does not increase as its positive denominator grows.

### Zero-variance extrapolation in a calculation

For a normalised vector $\psi$ and a Hermitian matrix $H$, a program computes $\bar E=\langle\psi|H|\psi\rangle$ and $\mathrm{var}=\lVert(H-\bar E)\psi\rVert^2$. In a Lanczos or Davidson solver the latter is the squared residual norm of the Ritz vector. Variational Monte Carlo and tensor-network calculations also use energy–variance pairs for extrapolation; the intercept bounds above apply to exact pairs from two states with finitely many levels, a common excited distribution, different excited weights and $D_1+D_2<d_{\min}$.

The two-point intercept is one line of code, `(v2 * E1 - v1 * E2) / (v2 - v1)`. As an example, set $E_0=0$, with gaps 1 and 2 and $p_j=1/2$ for each, so that $s=5/3$. Excited weights $0.1$ and $0.2$ give errors $0.15$ and $0.30$ and variances $0.2275$ and $0.41$. The intercept is about $-0.037$, between the bounds of about $-0.082$ and $-0.029$. It is much closer to $E_0$ than either input, and it lies below.

### Starting from a Hamiltonian and a state vector

The statement could also have been modelled with a Hermitian matrix and a unit vector $\psi$. The spectral theorem would then supply the weights as squared overlaps with the eigenvectors, $e$ would be the total weight outside the ground eigenspace, and each $p_j$ would be an excited weight divided by $e$. Such a theorem would apply directly to the vectors in a program, but it would need this spectral decomposition as an extra step. The exact ground state would also need separate treatment: there $e=0$, and the vector determines no excited distribution. With `e` and `p` as independent data, that case is included, with $D=\mathrm{var}=0$.
